# Adding a non-interacting fragment can reverse which of two states has the lower excited-state functional Ω

Take a system with two levels, at energies 1 and 2, and a target energy $\omega=0$. For a normalised state with mean energy $E$ and energy variance $\sigma^2$, the excited-state functional is

$$\Omega=\frac{\omega-E}{(\omega-E)^2+\sigma^2}.$$

The two eigenstates have $\Omega=-1$ and $-1/2$, so the lower level has the lower $\Omega$. Now add a second system, not interacting with the first, in a fixed state of energy 1 and variance 8. The energies become 2 and 3, both with variance 8, and the values become $-2/12=-1/6$ and $-3/17$. The upper level now has the lower $\Omega$.

In variational Monte Carlo, where minimising $\Omega$ can select an excited state, a ranking at fixed target can therefore depend on a spectator, here a non-interacting one whose state is held fixed.

## Energy, variance and the functional

States are complex vectors over finite index types `m` and `n`, and Hamiltonians are complex matrices.

In Lean 4 with Mathlib:

```lean
import Mathlib

open Matrix
open scoped Kronecker

namespace ExcitedStateFunctional

noncomputable section

variable {m n : Type*} [Fintype m] [DecidableEq m] [Fintype n] [DecidableEq n]
```

The expectation value is $\langle H\rangle=\langle\psi|H|\psi\rangle$, without division by the norm.

```lean
/-- The expectation value `⟨ψ|H|ψ⟩`. -/
def expect (H : Matrix n n ℂ) (ψ : n → ℂ) : ℂ := star ψ ⬝ᵥ (H *ᵥ ψ)
```

Its real part is the energy $E$.

```lean
/-- The energy `E`, the real part of `⟨ψ|H|ψ⟩`. -/
def energy (H : Matrix n n ℂ) (ψ : n → ℂ) : ℝ := (expect H ψ).re
```

The variance is $\sigma^2=\langle H^2\rangle-E^2$, again with the real part taken.

```lean
/-- The energy variance `σ² = Re ⟨H²⟩ - E²` of a normalised state. -/
def variance (H : Matrix n n ℂ) (ψ : n → ℂ) : ℝ :=
  (expect (H * H) ψ).re - energy H ψ ^ 2
```

The target enters through $\omega-H$, with $\omega$ real.

```lean
/-- The shifted Hamiltonian `ω - H`. -/
def shifted (ω : ℝ) (H : Matrix n n ℂ) : Matrix n n ℂ := (ω : ℂ) • 1 - H
```

The functional is defined as the ratio $\Omega=\langle\omega-H\rangle/\langle(\omega-H)^2\rangle$.

```lean
/-- The excited-state functional `Ω = Re ⟨ω - H⟩ / Re ⟨(ω - H)²⟩`, meaningful where the denominator
is nonzero. -/
def functional (ω : ℝ) (H : Matrix n n ℂ) (ψ : n → ℂ) : ℝ :=
  (expect (shifted ω H) ψ).re / (expect (shifted ω H * shifted ω H) ψ).re
```

## Two fragments without interaction

A product state has components $\psi_i\phi_j$.

```lean
/-- The product state `ψ ⊗ φ` of two fragments. -/
def product (ψ : m → ℂ) (φ : n → ℂ) : m × n → ℂ := fun p => ψ p.1 * φ p.2
```

The joint Hamiltonian is $H_A\otimes1+1\otimes H_B$, with no coupling term.

```lean
/-- The Hamiltonian `H_A ⊗ 1 + 1 ⊗ H_B` of two non-interacting fragments. -/
def total (HA : Matrix m m ℂ) (HB : Matrix n n ℂ) : Matrix (m × n) (m × n) ℂ :=
  HA ⊗ₖ (1 : Matrix n n ℂ) + (1 : Matrix m m ℂ) ⊗ₖ HB
```

Since $(A\otimes B)(\psi\otimes\phi)=A\psi\otimes B\phi$, the double sum in the expectation value factorises: $\langle A\otimes B\rangle=\langle A\rangle\langle B\rangle$. In the proof, `h` is the first identity, and the remaining lines factorise the sum.

```lean
omit [DecidableEq m] [DecidableEq n] in
/-- In a product state the expectation value of `A ⊗ B` is the product of the fragment
expectation values. -/
theorem expect_kronecker (A : Matrix m m ℂ) (B : Matrix n n ℂ) (ψ : m → ℂ) (φ : n → ℂ) :
    expect (A ⊗ₖ B) (product ψ φ) = expect A ψ * expect B φ := by
  -- the operator acts on each factor separately
  have h : (A ⊗ₖ B) *ᵥ product ψ φ = product (A *ᵥ ψ) (B *ᵥ φ) := by
    ext p
    simp only [Matrix.mulVec, dotProduct, product, Matrix.kroneckerMap_apply,
      Fintype.sum_prod_type, Finset.sum_mul_sum]
    refine Finset.sum_congr rfl fun i _ => Finset.sum_congr rfl fun j _ => ?_
    ring
  unfold expect
  rw [h]
  simp only [dotProduct, product, Pi.star_apply, star_mul', Fintype.sum_prod_type,
    Finset.sum_mul_sum]
  refine Finset.sum_congr rfl fun i _ => Finset.sum_congr rfl fun j _ => ?_
  ring
```

## The closed formula

Expanding the square gives, for a normalised state,

$$\langle(\omega-H)^2\rangle=\omega^2-2\omega E+\langle H^2\rangle=(\omega-E)^2+\sigma^2.$$

The proof expands the matrix square in `h`, takes expectation values term by term, and completes the square with `ring`. Normalisation is the hypothesis `hψ`.

```lean
/-- For a normalised state, `Ω = (ω - E) / ((ω - E)² + σ²)`. -/
theorem functional_eq (ω : ℝ) (H : Matrix n n ℂ) {ψ : n → ℂ} (hψ : star ψ ⬝ᵥ ψ = 1) :
    functional ω H ψ
      = (ω - energy H ψ) / ((ω - energy H ψ) ^ 2 + variance H ψ) := by
  have h : shifted ω H * shifted ω H
      = ((ω ^ 2 : ℝ) : ℂ) • (1 : Matrix n n ℂ) - ((2 * ω : ℝ) : ℂ) • H + H * H := by
    simp only [shifted, sub_mul, mul_sub, smul_mul_assoc, mul_smul_comm, one_mul, mul_one]
    push_cast
    module
  rw [functional, h]
  simp only [shifted, variance, energy, expect, Matrix.add_mulVec, Matrix.sub_mulVec,
    Matrix.smul_mulVec, Matrix.one_mulVec, dotProduct_add, dotProduct_sub, dotProduct_smul,
    smul_eq_mul, hψ, mul_one, Complex.add_re, Complex.sub_re, Complex.re_ofReal_mul,
    Complex.ofReal_re]
  congr 1
  ring
```

A variational Monte Carlo code can draw configurations from $|\Psi|^2$ and record the local energy $E_L=(H\Psi)/\Psi$. Take this sampling here. If $H$ is real symmetric and $\Psi$ is real and nonzero on every basis configuration, $\Omega$ is estimated by the mean of $\omega-E_L$ divided by the mean of $(\omega-E_L)^2$.

## Energies and variances add

Setting $A=B=1$ in the factorisation shows that a product of normalised states is normalised.

```lean
/-- The product of two normalised states is normalised. -/
theorem product_normalised {ψ : m → ℂ} {φ : n → ℂ} (hψ : star ψ ⬝ᵥ ψ = 1)
    (hφ : star φ ⬝ᵥ φ = 1) : star (product ψ φ) ⬝ᵥ product ψ φ = 1 := by
  have h := expect_kronecker (1 : Matrix m m ℂ) (1 : Matrix n n ℂ) ψ φ
  simp only [Matrix.one_kronecker_one, expect, Matrix.one_mulVec] at h
  rw [h, hψ, hφ, one_mul]
```

The energy is $E_A+E_B$. For the variance, square the joint Hamiltonian:

$$\langle H_A^2\rangle+2E_AE_B+\langle H_B^2\rangle-(E_A+E_B)^2=\sigma_A^2+\sigma_B^2.$$

The cross term is $2\,\mathrm{Re}(\langle H_A\rangle\langle H_B\rangle)$, which equals $2E_AE_B$ once $\langle H_B\rangle$ is real. That is why `hB` requires a Hermitian $H_B$; the proof derives the reality in `hs` and `him`, and expands the square in `hsq`.

```lean
/-- For non-interacting fragments in normalised states, with `H_B` Hermitian, the energies
add and the energy variances add. -/
theorem energy_variance_total (HA : Matrix m m ℂ) {HB : Matrix n n ℂ} (hB : HB.IsHermitian)
    {ψ : m → ℂ} {φ : n → ℂ} (hψ : star ψ ⬝ᵥ ψ = 1) (hφ : star φ ⬝ᵥ φ = 1) :
    energy (total HA HB) (product ψ φ) = energy HA ψ + energy HB φ ∧
    variance (total HA HB) (product ψ φ) = variance HA ψ + variance HB φ := by
  have hadd : ∀ X Y : Matrix (m × n) (m × n) ℂ, expect (X + Y) (product ψ φ)
      = expect X (product ψ φ) + expect Y (product ψ φ) := fun X Y => by
    simp only [expect, Matrix.add_mulVec, dotProduct_add]
  have h1 : expect 1 ψ = 1 := by simp only [expect, Matrix.one_mulVec, hψ]
  have h2 : expect 1 φ = 1 := by simp only [expect, Matrix.one_mulVec, hφ]
  have e : energy (total HA HB) (product ψ φ) = energy HA ψ + energy HB φ := by
    simp only [energy, total, hadd, expect_kronecker, h1, h2, mul_one, one_mul,
      Complex.add_re]
  -- a Hermitian operator has a real expectation value
  have hs : star (expect HB φ) = expect HB φ := by
    unfold expect
    rw [← Matrix.star_dotProduct, Matrix.star_mulVec, hB.eq, ← Matrix.dotProduct_mulVec]
  have him : (expect HB φ).im = 0 := Complex.conj_eq_iff_im.mp hs
  have hsq : total HA HB * total HA HB = (HA * HA) ⊗ₖ (1 : Matrix n n ℂ)
      + (HA ⊗ₖ HB + HA ⊗ₖ HB) + (1 : Matrix m m ℂ) ⊗ₖ (HB * HB) := by
    simp only [total, add_mul, mul_add, ← Matrix.mul_kronecker_mul, one_mul, mul_one]
    abel
  refine ⟨e, ?_⟩
  rw [variance, e, hsq]
  simp only [variance, energy, hadd, expect_kronecker, h1, h2, mul_one, one_mul,
    Complex.add_re, Complex.mul_re, him, mul_zero, sub_zero]
  ring
```

## The best target for a fixed state

For $\sigma>0$,

$$\Omega+\frac1{2\sigma}=\frac{(\omega-E+\sigma)^2}{2\sigma\left((\omega-E)^2+\sigma^2\right)}\ge0,$$

with equality only at $\omega=E-\sigma$. This identity is `key` in the proof. The theorem varies $\omega$ and leaves the state alone; a code can use it by resetting $\omega$ to the current estimate of $E-\sigma$ between optimisation steps.

```lean
/-- For a normalised state with `σ² > 0`, the minimum of `Ω` over `ω` is `-1/(2σ)`, attained
exactly at `ω = E - σ`. -/
theorem functional_min (H : Matrix n n ℂ) {ψ : n → ℂ} (hψ : star ψ ⬝ᵥ ψ = 1)
    (hσ : 0 < variance H ψ) (ω : ℝ) :
    -1 / (2 * √(variance H ψ)) ≤ functional ω H ψ ∧
    (functional ω H ψ = -1 / (2 * √(variance H ψ)) ↔
      ω = energy H ψ - √(variance H ψ)) := by
  obtain ⟨s, hs, hv⟩ : ∃ s : ℝ, 0 < s ∧ variance H ψ = s ^ 2 :=
    ⟨√(variance H ψ), Real.sqrt_pos.2 hσ, (Real.sq_sqrt hσ.le).symm⟩
  rw [functional_eq ω H hψ, hv, Real.sqrt_sq hs.le]
  generalize energy H ψ = E
  have hd : 0 < (ω - E) ^ 2 + s ^ 2 := by positivity
  have hD := (mul_pos (mul_pos two_pos hs) hd).ne'
  -- the distance from the minimum is a square over a positive quantity
  have key : (ω - E) / ((ω - E) ^ 2 + s ^ 2) - -1 / (2 * s)
      = (ω - E + s) ^ 2 / (2 * s * ((ω - E) ^ 2 + s ^ 2)) := by
    have hd' := hd.ne'
    field_simp
    ring
  refine ⟨?_, sub_eq_zero.symm.trans ?_⟩
  · rw [← sub_nonneg, key]
    positivity
  · rw [key, div_eq_zero_iff, or_iff_left hD, pow_eq_zero_iff two_ne_zero]
    constructor <;> intro h <;> linarith
```

## When the order reverses

Let two zero-variance states have energies $\omega<E_1<E_2$. For Hermitian $H_A$, zero variance means that they are eigenstates. Alone, they satisfy $-1/(E_1-\omega)<-1/(E_2-\omega)$.

With the fragment added and a joint target $\omega'$, write $x=E_1+E_B-\omega'>0$ and $y=E_2+E_B-\omega'>x$. Clearing positive denominators,

$$-\frac{y}{y^2+\sigma_B^2}<-\frac{x}{x^2+\sigma_B^2}\iff(y-x)(\sigma_B^2-xy)>0.$$

So $xy<\sigma_B^2$, the hypothesis `hc`, gives the reversal; the theorem states this direction. It forces $\sigma_B^2>0$, so the spectator's state is not an eigenstate of $H_B$. The targets $\omega$ and $\omega'$ are independent.

The proof inserts the closed formula and additivity, clears denominators with `div_lt_div_iff₀`, and gives `nlinarith` the product above.

```lean
/-- Let two normalised zero-variance states have energies `ω < E₁ < E₂`, and add a fragment with
Hermitian `H_B` in a normalised state, with a joint target `ω' < E₁ + E_B`. If
`(E₁ + E_B - ω')(E₂ + E_B - ω') < σ_B²`, the first state has the lower `Ω` alone and the
higher `Ω` in the joint system. -/
theorem order_reversal (HA : Matrix m m ℂ) {HB : Matrix n n ℂ} (hB : HB.IsHermitian)
    {ψ₁ ψ₂ : m → ℂ} {φ : n → ℂ} (h₁ : star ψ₁ ⬝ᵥ ψ₁ = 1) (h₂ : star ψ₂ ⬝ᵥ ψ₂ = 1)
    (hφ : star φ ⬝ᵥ φ = 1) (v₁ : variance HA ψ₁ = 0) (v₂ : variance HA ψ₂ = 0)
    {ω ω' : ℝ} (hω : ω < energy HA ψ₁) (hE : energy HA ψ₁ < energy HA ψ₂)
    (hω' : ω' < energy HA ψ₁ + energy HB φ)
    (hc : (energy HA ψ₁ + energy HB φ - ω') * (energy HA ψ₂ + energy HB φ - ω')
      < variance HB φ) :
    functional ω HA ψ₁ < functional ω HA ψ₂ ∧
    functional ω' (total HA HB) (product ψ₂ φ)
      < functional ω' (total HA HB) (product ψ₁ φ) := by
  obtain ⟨e₁, s₁⟩ := energy_variance_total HA hB h₁ hφ
  obtain ⟨e₂, s₂⟩ := energy_variance_total HA hB h₂ hφ
  rw [functional_eq ω HA h₁, functional_eq ω HA h₂,
    functional_eq ω' _ (product_normalised h₁ hφ),
    functional_eq ω' _ (product_normalised h₂ hφ), e₁, e₂, s₁, s₂, v₁, v₂]
  clear e₁ e₂ s₁ s₂ v₁ v₂
  simp only [zero_add, add_zero]
  generalize energy HA ψ₁ = a at *
  generalize energy HA ψ₂ = b at *
  generalize energy HB φ = e at *
  generalize variance HB φ = s at *
  constructor
  · have hx : 0 < a - ω := by linarith
    have hy : 0 < b - ω := by linarith
    rw [div_lt_div_iff₀ (by nlinarith) (by nlinarith)]
    nlinarith [mul_pos (mul_pos hx hy) (sub_pos.2 hE)]
  · have hx : 0 < a + e - ω' := by linarith
    have hy : 0 < b + e - ω' := by linarith
    have hs : 0 < s := (mul_pos hx hy).trans hc
    rw [div_lt_div_iff₀ (by positivity) (by positivity)]
    nlinarith [mul_pos (sub_pos.2 hE) (sub_pos.2 hc)]
```

## The opening numbers as matrices

The first system is diagonal.

```lean
/-- A two-level Hamiltonian with energies 1 and 2. -/
def levels : Matrix (Fin 2) (Fin 2) ℂ := !![1, 0; 0, 2]
```

The spectator has diagonal entries 1 and coupling $c=2+2i$. Its first basis state has $E=1$ and $\langle H^2\rangle=1+|c|^2=9$, hence $\sigma^2=8$.

```lean
/-- A two-level Hamiltonian with diagonal entries 1 and coupling `2 + 2i`. -/
def coupled : Matrix (Fin 2) (Fin 2) ℂ :=
  !![1, 2 + 2 * Complex.I; 2 - 2 * Complex.I, 1]
```

Here $xy=2\cdot3=6<8$. The proof computes the energies and variances from the matrices and evaluates the closed formula at $\omega=\omega'=0$, which gives the four values of the opening example.

```lean
/-- At `ω = 0` the two basis states of `levels` have `Ω = -1` and `-1/2`; with the fragment
`coupled` added in its first basis state, the values become `-1/6` and `-3/17`. -/
theorem order_reversal_witness :
    functional 0 levels ![1, 0] = -1 ∧ functional 0 levels ![0, 1] = -1 / 2 ∧
    functional 0 (total levels coupled) (product ![1, 0] ![1, 0]) = -1 / 6 ∧
    functional 0 (total levels coupled) (product ![0, 1] ![1, 0]) = -3 / 17 := by
  have hB : coupled.IsHermitian := by
    ext i j
    fin_cases i <;> fin_cases j <;> simp [coupled, Complex.ext_iff]
  have n₁ : star (![1, 0] : Fin 2 → ℂ) ⬝ᵥ ![1, 0] = 1 := by
    simp [dotProduct, Fin.sum_univ_two]
  have n₂ : star (![0, 1] : Fin 2 → ℂ) ⬝ᵥ ![0, 1] = 1 := by
    simp [dotProduct, Fin.sum_univ_two]
  obtain ⟨e₁, e₂, e₃⟩ : energy levels ![1, 0] = 1 ∧ energy levels ![0, 1] = 2 ∧
      energy coupled ![1, 0] = 1 := by
    refine ⟨?_, ?_, ?_⟩ <;>
      simp [energy, expect, levels, coupled, Matrix.mulVec, dotProduct, Fin.sum_univ_two]
  obtain ⟨v₁, v₂, v₃⟩ : variance levels ![1, 0] = 0 ∧ variance levels ![0, 1] = 0 ∧
      variance coupled ![1, 0] = 8 := by
    simp only [variance, e₁, e₂, e₃]
    refine ⟨?_, ?_, ?_⟩ <;>
      norm_num [expect, levels, coupled, Matrix.mulVec, dotProduct, Fin.sum_univ_two,
        Matrix.mul_apply]
  obtain ⟨a₁, b₁⟩ := energy_variance_total levels hB n₁ n₁
  obtain ⟨a₂, b₂⟩ := energy_variance_total levels hB n₂ n₁
  rw [functional_eq 0 levels n₁, functional_eq 0 levels n₂,
    functional_eq 0 _ (product_normalised n₁ n₁),
    functional_eq 0 _ (product_normalised n₂ n₁), a₁, a₂, b₁, b₂, e₁, e₂, e₃, v₁, v₂, v₃]
  norm_num

end

end ExcitedStateFunctional
```

```lean
#print axioms ExcitedStateFunctional.functional_min
-- 'ExcitedStateFunctional.functional_min' depends on axioms: [propext, Classical.choice, Quot.sound]
#print axioms ExcitedStateFunctional.order_reversal
-- 'ExcitedStateFunctional.order_reversal' depends on axioms: [propext, Classical.choice, Quot.sound]
```
